# For invertible t, the Dyson equation g = g0 + g0 t g holds exactly when t + t g t is the inverse of t⁻¹ − g0

In the Korringa–Kohn–Rostoker (KKR) form of multiple-scattering theory, the scattering path operator t + t g t is expected to be the inverse of the KKR matrix t⁻¹ − g0. The theorem `dyson_iff_kkr_inverse` states that the product of the KKR matrix with the path operator, in that order, is the identity if and only if g satisfies the Dyson equation g = g0 + g0 t g. Here t, g and g0 are any complex square matrices of the same finite size, and only t is assumed invertible. The proof first shows that the product equals the identity plus D t, where D = g − (g0 + g0 t g) is the amount by which the Dyson equation fails. If the product is the identity then D t = 0, and multiplying on the right by t⁻¹ gives D = 0; the converse is direct substitution.

This version doesn't compile in Lean 4 with Mathlib:

```lean
import Mathlib

open Matrix

namespace KKRGreenFunction

noncomputable section

variable {p n : Type*} [Fintype n] [DecidableEq n]

/-- The scattering path operator `tau = t + t g t`. -/
def pathOp (t g : Matrix n n ℂ) : Matrix n n ℂ := t + t * g * t

/-- For invertible `t`, the matrix `g` obeys the Dyson equation `g = g0 + g0 t g` exactly when the
path operator `t + t g t` inverts the KKR matrix `t⁻¹ - g0`. -/
theorem dyson_iff_kkr_inverse (t g g0 : Matrix n n ℂ) (ht : IsUnit t.det) :
    (t⁻¹ - g0) * pathOp t g = 1 ↔ g = g0 + g0 * t * g := by
  have h2 : t * t⁻¹ = 1 := Matrix.mul_nonsing_inv t ht
  -- the defect of the inverse is the defect of the Dyson equation times t
  have e : (t⁻¹ - g0) * pathOp t g = 1 + (g - (g0 + g0 * t * g)) * t := by
    have h1 : t⁻¹ * t = 1 := Matrix.nonsing_inv_mul t ht
    unfold pathOp
    generalize t⁻¹ = s at h1 ⊢
    calc (s - g0) * (t + t * g * t)
        = s * t + (s * t) * (g * t) - g0 * t - g0 * t * g * t := by noncomm_ring
      _ = 1 + (g - (g0 + g0 * t * g)) * t := by rw [h1]; noncomm_ring
  rw [e]
  constructor
  · intro h
    have hD : (g - (g0 + g0 * t * g)) * t = 0 :=
      add_left_cancel (h.trans (add_zero 1).symm)
    apply sub_eq_zero.mp
    calc g - (g0 + g0 * t * g) = (g - (g0 + g0 * t * g)) * (t * t⁻¹) := by
          rw [h2, mul_one]
      _ = (g - (g0 + g0 * t * g)) * t * t⁻¹ := by rw [mul_assoc]
      _ = 0 := by rw [hD, zero_mul]
  · intro hg
    rw [sub_eq_zero.mpr hg, zero_mul, add_zero]

end

end KKRGreenFunction
```

Lean reports:

```
Main.lean:35:47: error: unsolved goals
n : Type u_2
inst✝¹ : Fintype n
inst✝ : DecidableEq n
t g g0 : Matrix n n ℂ
ht : IsUnit t.det
h2 : t * t⁻¹ = 1
e : (t⁻¹ - g0) * pathOp t g = 1 + (g - (g0 + g0 * t * g)) * t
h : 1 + (g - (g0 + g0 * t * g)) * t = 1
hD : (g - (g0 + g0 * t * g)) * t = 0
⊢ (g - (g0 + g0 * (t * g))) * (t * t⁻¹) = (g - (g0 + g0 * (t * g))) * t * t⁻¹
```

Cause. The error is in the calculation that cancels t, at the step from D * (t * t⁻¹) to D * t * t⁻¹. This is a single use of associativity, but `rw [mul_assoc]` applied it in the wrong place.

Given no arguments, `rw` takes the first product it finds of the form `a * b * c`, fixes `a`, `b` and `c` from it, and rewrites only the copies of that one product. Here it settled on `g0 * t * g`, which sits inside D. The remaining goal shows the result: `g0 * (t * g)` now appears on both sides, while the outer products are still bracketed differently. The `rfl` that `rw` tries afterwards could not close that goal, so Lean reported it as unsolved.

The repair gives the proof term `(mul_assoc _ _ _).symm` instead. Its statement has to match the whole equation, so the three blanks are filled by D, `t` and `t⁻¹`. The `.symm` is needed because `mul_assoc` has the form `a * b * c = a * (b * c)`, and this step goes the other way.

The change, after which it compiles:

```diff
@@ -33,5 +33,5 @@
     calc g - (g0 + g0 * t * g) = (g - (g0 + g0 * t * g)) * (t * t⁻¹) := by
           rw [h2, mul_one]
-      _ = (g - (g0 + g0 * t * g)) * t * t⁻¹ := by rw [mul_assoc]
+      _ = (g - (g0 + g0 * t * g)) * t * t⁻¹ := (mul_assoc _ _ _).symm
       _ = 0 := by rw [hD, zero_mul]
   · intro hg
```
